# With a constant attraction on two sites, half the identity has lower Hartree-Fock energy than every one-particle projection

The model has two sites, real density matrices, no one-body term and the interaction kernel -1 between all pairs of sites, equal ones included; its energy is the direct minus the exchange term. The theorem states that half the identity is an admissible density matrix, meaning that both it and its complement to the identity are positive semidefinite, with trace one and energy -1/4, while every real symmetric projection of trace one has energy zero. So for this attractive kernel the minimum over projections is not the minimum over all admissible density matrices of trace one. The proof gets positivity from that of the identity, notes that half the identity is its own complement, and computes the trace and the energy -1/4 directly. For a projection it combines the upper left entry of `P * P = P` with the trace condition.

The failing Lean file:

```lean
import Mathlib

open Matrix

namespace AttractiveCounterexample

noncomputable section

variable {ι : Type*} [Fintype ι]

/-- The direct minus exchange energy of a matrix `D` for the interaction kernel `v`. -/
def twoBody (v : ι → ι → ℝ) (D : Matrix ι ι ℝ) : ℝ :=
  1 / 2 * ∑ x, ∑ y, v x y * (D x x * D y y - D x y ^ 2)

/-- The Hartree-Fock energy: one-body energy plus direct minus exchange energy. -/
def energy (h : Matrix ι ι ℝ) (v : ι → ι → ℝ) (D : Matrix ι ι ℝ) : ℝ :=
  (h * D).trace + twoBody v D

variable [DecidableEq ι]

/-- For the attractive kernel `-1` on two sites without one-body term, the density matrix `1/2`
has energy `-1/4`, while every symmetric projection of trace one has energy zero. -/
theorem attractive_counterexample :
    ((1 / 2 : ℝ) • (1 : Matrix (Fin 2) (Fin 2) ℝ)).PosSemidef ∧
    (1 - (1 / 2 : ℝ) • (1 : Matrix (Fin 2) (Fin 2) ℝ)).PosSemidef ∧
    ((1 / 2 : ℝ) • (1 : Matrix (Fin 2) (Fin 2) ℝ)).trace = 1 ∧
    energy 0 (fun _ _ => -1) ((1 / 2 : ℝ) • (1 : Matrix (Fin 2) (Fin 2) ℝ)) = -1 / 4 ∧
    ∀ P : Matrix (Fin 2) (Fin 2) ℝ, P.IsSymm → P * P = P → P.trace = 1 →
      energy 0 (fun _ _ => -1) P = 0 := by
  have half : ((1 / 2 : ℝ) • (1 : Matrix (Fin 2) (Fin 2) ℝ)).PosSemidef :=
    Matrix.PosSemidef.one.smul (by norm_num)
  have hole : 1 - (1 / 2 : ℝ) • (1 : Matrix (Fin 2) (Fin 2) ℝ) = (1 / 2 : ℝ) • 1 := by
    module
  refine ⟨half, hole ▸ half, ?_, ?_, ?_⟩
  · norm_num [Matrix.trace_fin_two]
  · norm_num [energy, twoBody, Fin.sum_univ_two, Matrix.one_apply]
  · intro P hs hp ht
    have e := congrFun (congrFun hp 0) 0
    have sym : P 1 0 = P 0 1 := hs.apply 0 1
    rw [Matrix.trace_fin_two] at ht
    simp only [Matrix.mul_apply, Fin.sum_univ_two, sym] at e
    simp only [energy, twoBody, Fin.sum_univ_two, Matrix.zero_mul, Matrix.trace_zero, sym]
    linear_combination e - P 0 0 * ht

end

end AttractiveCounterexample
```

Lean reports:

```
Main.lean:34:23: error: Type mismatch
  half
has type
  ((1 / 2) • 1).PosSemidef
but is expected to have type
  (1 - (1 - (1 / 2) • 1)).PosSemidef
```

This version goes through:

```diff
@@ -32,5 +32,5 @@
   have hole : 1 - (1 / 2 : ℝ) • (1 : Matrix (Fin 2) (Fin 2) ℝ) = (1 / 2 : ℝ) • 1 := by
     module
-  refine ⟨half, hole ▸ half, ?_, ?_, ?_⟩
+  refine ⟨half, by rw [hole]; exact half, ?_, ?_, ?_⟩
   · norm_num [Matrix.trace_fin_two]
   · norm_num [energy, twoBody, Fin.sum_univ_two, Matrix.one_apply]
```

What went wrong. The error lies in the second claim, that `1 - (1 / 2) • 1` is positive semidefinite. The equation `hole` says that this matrix equals `(1 / 2) • 1`, so `half` should suffice once the goal is rewritten from left to right.

But `hole ▸ half` first looks in the expected type for the right side of `hole` and replaces it by the left side. Here the right side, `(1 / 2) • 1`, does occur, as the term being subtracted. Replacing it there turns the goal into `(1 - (1 - (1 / 2) • 1)).PosSemidef`, the expected type in the message, and `half` does not have that type. The equation is true and sufficient, but was used in the wrong direction.

The repair fixes the direction: `rw [hole]` replaces the whole of `1 - (1 / 2) • 1` by `(1 / 2) • 1`, and the goal is then exactly the statement of `half`, which `exact half` supplies.
